# A formal Hartree-Fock energy unbounded below for one choice of matrices with singular overlap

The lemma evaluates the Hartree-Fock energy formula for one electron and two real coefficients, with the matrix diag(1, 0) in place of the overlap, diag(0, −1) as the one-electron matrix and no electron repulsion. It states that for every real number B there is a coefficient column C, normalised in the sense that CᵀSC = 1 with S = diag(1, 0), whose energy lies below B. The second coefficient does not enter the normalisation, so it can grow freely, while the energy is minus its square. The matrices are chosen formally and do not come from actual basis functions: a function of zero norm is zero, and its one-electron matrix element would be 0, not −1. The proof takes the column with entries 1 and |B| + 1, checks the normalisation, computes the energy as −(|B| + 1)², and shows that this is less than B.

The failing Lean file:

```lean
import Mathlib

open Matrix

namespace HartreeFockMinimiser

noncomputable section

variable {n N : ℕ}

/-- The admissible coefficient matrices: `N` real orbitals, expanded in `n` basis functions,
that are orthonormal with respect to the overlap matrix `S`. -/
def orbitals (S : Matrix (Fin n) (Fin n) ℝ) (N : ℕ) : Set (Matrix (Fin n) (Fin N) ℝ) :=
  {C | Cᵀ * S * C = 1}

/-- The density matrix `P = C Cᵀ` of the occupied orbitals. -/
def density (C : Matrix (Fin n) (Fin N) ℝ) : Matrix (Fin n) (Fin n) ℝ :=
  C * Cᵀ

/-- The Hartree-Fock energy of a density matrix in a basis of spin orbitals: one-electron part,
plus half of Coulomb minus exchange, where `g μ ν κ τ` stands for `(μν|κτ)`. -/
def energy (h : Matrix (Fin n) (Fin n) ℝ) (g : Fin n → Fin n → Fin n → Fin n → ℝ)
    (P : Matrix (Fin n) (Fin n) ℝ) : ℝ :=
  ∑ μ, ∑ ν, h μ ν * P μ ν +
    1 / 2 * ∑ μ, ∑ ν, ∑ κ, ∑ τ, P μ ν * P κ τ * (g μ ν κ τ - g μ τ κ ν)

/-- For the singular overlap matrix `diag(1, 0)`, one electron, the one-electron matrix
`diag(0, -1)` and no repulsion, the energy is unbounded below. -/
theorem unbounded_of_singular_overlap (B : ℝ) :
    ∃ C ∈ orbitals !![1, 0; 0, 0] 1,
      energy !![0, 0; 0, -1] (fun _ _ _ _ => 0) (density C) < B := by
  refine ⟨!![1; |B| + 1], ?_, ?_⟩
  · show _ᵀ * _ * _ = _
    ext i j
    fin_cases i
    fin_cases j
    simp [Matrix.mul_apply, Fin.sum_univ_succ]
  · have hE : energy !![0, 0; 0, -1] (fun _ _ _ _ => 0) (density !![1; |B| + 1])
        = -((|B| + 1) * (|B| + 1)) := by
      simp [energy, density, Matrix.mul_apply, Fin.sum_univ_succ]
    rw [hE]
    nlinarith [neg_abs_le B, abs_nonneg B]

end

end HartreeFockMinimiser
```

The error:

```
Main.lean:33:9: error: typeclass instance problem is stuck
  HMul (Matrix ?m.116 ?m.115 ?m.117) ?m.126 ?m.129

Note: Lean will not try to resolve this typeclass instance problem because the first and second type arguments to `HMul` contain metavariables. These arguments must be fully determined before Lean will try to resolve the typeclass.

Hint: Adding type annotations and supplying implicit arguments to functions can give Lean more information for typeclass resolution. For example, if you have a variable `x` that you intend to be a `Nat`, but Lean reports it as having an unresolved type like `?m`, replacing `x` with `(x : Nat)` can get typeclass resolution un-stuck.
```

What went wrong. The error arises in the normalisation step, at the line `show _ᵀ * _ * _ = _`, which was meant to restate membership in `orbitals` as a matrix equation. Multiplication in Lean is overloaded, and `HMul` is the class through which Lean finds the product meant, from the types of the factors. Here the transpose sign told Lean that the first factor was a matrix, but not its dimensions or entry type, and the type of the second factor was wholly unknown. The message says that the instance problem is stuck for this reason: the blanks had not been filled in from the goal when Lean needed the instance.

The repair writes the equation out. The column is given the type `Matrix (Fin 2) (Fin 1) ℝ`, the overlap matrix and the second copy of the column appear as explicit matrices, and the right-hand side is `1`. Lean can then determine the products, and it accepts the equation as the definition of membership in `orbitals` unfolded for this column. The rest of the proof is unchanged.

The mended proof, as a diff:

```diff
@@ -31,5 +31,5 @@
       energy !![0, 0; 0, -1] (fun _ _ _ _ => 0) (density C) < B := by
   refine ⟨!![1; |B| + 1], ?_, ?_⟩
-  · show _ᵀ * _ * _ = _
+  · show (!![1; |B| + 1] : Matrix (Fin 2) (Fin 1) ℝ)ᵀ * !![1, 0; 0, 0] * !![1; |B| + 1] = 1
     ext i j
     fin_cases i
```
